# Bogoliubov depletion in closed form, and the divergence of the zero-point energy without its second Born term

In a uniform three-dimensional gas of bosons with weak contact repulsion at zero temperature, not every particle is in the condensate. Interactions scatter pairs out of the zero-momentum state into states of opposite momentum k and −k. Bogoliubov theory gives the occupation of each such state and the zero-point energy of the quasiparticles. Adding up the occupations gives a finite density, but adding up the zero-point energies in the same way gives a divergent integral. What is the finite value, and which subtraction does the energy need?

## The depleted fraction and the condition on the counterterm

Use units with ħ = m = 1. Let n be the density, g > 0 the contact coupling and μ = gn the mean-field energy. The quasiparticle energy and the occupation at momentum k are

E(k) = √((k²/2)(k²/2 + 2μ))

v²(k) = ((k²/2 + μ)/E(k) − 1)/2

The depletion integral over k > 0 converges, with

∫ k² v²(k) dk = (2/3) μ√μ

Multiplying by 1/(2π²) gives the density outside the condensate. With a the s-wave scattering length and μ = 4πan, the depleted fraction is

8/(3√π) · √(na³)

For the energy, allow a counterterm c/k² with any real coefficient c. The radial integrand

z(k) = k²(E(k) − k²/2 − μ + c/k²)

tends to c − μ² at large k, so it is not integrable unless c = μ². The term μ²/k² is the second Born term. It appears when the bare coupling is expressed through the scattering length to second order. With c = μ², the zero-point energy per volume is 1/(4π²) times the integral of z over k > 0; the factor differs from that of the density because each mode contributes half its bracket.

In the scaled momentum x = k/√(2μ), the depletion integral is √2 μ√μ times the dimensionless integral

∫ x²((x² + 1)/(x√(x² + 2)) − 1) dx = √2/3

and the energy integrand without its Born term is 2μ² times x²(x√(x² + 2) − x² − 1), which tends to −1/2.

## Quadrature, cutoffs and cancellation

Within the quadratic theory of a uniform gas, the closed form gives a reference value for a numerical Bogoliubov integral, and the depleted fraction gives a dilute-limit comparison for a computed condensate fraction.

At large k the occupation formula subtracts two nearly equal numbers. With w = √(k² + 4μ), the equivalent form

k² v² = k d²/(4w), with d = 4μ/(w + k)

avoids that subtraction. If the integral stops at a cutoff Λ, the missing tail is (μD − D³/12)/2, where D is the value of d at k = Λ; for large Λ this is close to μ²/Λ.

A zero-point energy with the wrong counterterm behaves differently: its radial integral grows as (c − μ²)Λ to leading order, and a finer grid does not help. A sign error or a missing factor of two in the Born term therefore shows up as a linear dependence on the cutoff.

## One substitution for both integrals

Put w = √(k² + 4μ) and d = w − k. For k > 0, taking k² out of the root gives E = kw/2. Squaring w = k + d gives 2kd + d² = 4μ, so

kd = 2μ − d²/2

Since d ≥ 0, this also gives d ≤ 2μ/k for k > 0, and d tends to 0 at large k.

Inserting w = k + d into the energy,

E − k²/2 − μ = kd/2 − μ = −d²/4

The occupation is therefore v² = (d²/4)/(2E) = d²/(4kw), and the depletion integrand is

k² v² = k d²/(4w)

The derivative of d with respect to k is k/w − 1 = −d/w. Take

F = (d³/12 − μd)/2

Then

F′ = (1/2)(d²/4 − μ)(−d/w) = (μ − d²/4) d/(2w) = (kd/2) d/(2w) = k d²/(4w)

so F is an antiderivative. It vanishes at infinity. At k = 0, d = 2√μ and

F(0) = ((2/3)μ√μ − 2μ√μ)/2 = −(2/3)μ√μ

The integral is 0 − F(0) = (2/3)μ√μ. For the depleted fraction, divide μ√μ/(3π²) by n and insert μ = 4πan:

8π√π · an√(an)/(3π²n) = 8/(3√π) · a√(an) = 8/(3√π) · √(na³)

For the zero-point integrand, the same relations give

z(k) = c − k²d²/4 = c − (μ − d²/4)²

which tends to c − μ². If this limit L is nonzero, then |z| exceeds |L|/2 beyond some momentum. The integral of |z| is then at least that of a positive constant over an infinite length, so it diverges.

The dimensionless statements follow by setting μ = 1/2, which makes x = k. The scaled depletion integrand is then 2k²v², with integral 2 · (2/3) · (1/2) · √(1/2) = √2/3. The scaled bare energy integrand is 2z with c = 0, with limit 2 · (−1/4) = −1/2.

## The Lean file

```lean
import Mathlib

open MeasureTheory Set Filter Topology

namespace BogoliubovDepletion

noncomputable section

/-- Bogoliubov quasiparticle energy at momentum `k` for mean-field energy `μ`,
in units with `ħ = m = 1`. -/
def energy (μ k : ℝ) : ℝ := √(k ^ 2 / 2 * (k ^ 2 / 2 + 2 * μ))

/-- Ground-state occupation of the momentum state `k` in Bogoliubov theory. -/
def occupation (μ k : ℝ) : ℝ := ((k ^ 2 / 2 + μ) / energy μ k - 1) / 2

/-- Density of particles outside the condensate: the occupation integrated over three-dimensional
momentum space and divided by `(2π)³`. -/
def depletedDensity (μ : ℝ) : ℝ :=
  1 / (2 * Real.pi ^ 2) * ∫ k in Ioi (0 : ℝ), k ^ 2 * occupation μ k

/-- Radial integrand of the zero-point energy with a counterterm `c / k ^ 2`. -/
def zeroPoint (μ c k : ℝ) : ℝ :=
  k ^ 2 * (energy μ k - k ^ 2 / 2 - μ + c / k ^ 2)

/-- The difference `√(k² + 4μ) - k`. -/
def diffVar (μ k : ℝ) : ℝ := √(k ^ 2 + 4 * μ) - k

/-- For `k ≥ 0` the quasiparticle energy is `k √(k² + 4μ) / 2`. -/
theorem energy_eq (μ : ℝ) {k : ℝ} (hk : 0 ≤ k) :
    energy μ k = k * √(k ^ 2 + 4 * μ) / 2 := by
  rw [energy, show k ^ 2 / 2 * (k ^ 2 / 2 + 2 * μ) = (k / 2) ^ 2 * (k ^ 2 + 4 * μ) by ring,
    Real.sqrt_mul (by positivity), Real.sqrt_sq (by positivity)]
  ring

/-- Algebraic relation between the momentum `k` and `diffVar μ k`, for `μ > 0`. -/
theorem mul_diffVar {μ : ℝ} (hμ : 0 < μ) (k : ℝ) :
    k * diffVar μ k = 2 * μ - diffVar μ k ^ 2 / 2 := by
  have h := Real.sq_sqrt (show 0 ≤ k ^ 2 + 4 * μ by positivity)
  unfold diffVar
  linear_combination h / 2

/-- For `μ > 0`, `diffVar μ k` tends to zero as `k` tends to infinity. -/
theorem tendsto_diffVar {μ : ℝ} (hμ : 0 < μ) :
    Tendsto (diffVar μ) atTop (𝓝 0) := by
  have hlim : Tendsto (fun k : ℝ => 4 * μ / k) atTop (𝓝 0) :=
    tendsto_const_nhds.div_atTop tendsto_id
  refine tendsto_of_tendsto_of_tendsto_of_le_of_le' tendsto_const_nhds hlim ?_ ?_
  · filter_upwards with k
    have h : k ≤ √(k ^ 2 + 4 * μ) := Real.le_sqrt_of_sq_le (by linarith)
    unfold diffVar
    linarith
  · filter_upwards [eventually_gt_atTop (0 : ℝ)] with k hk
    rw [le_div_iff₀ hk]
    nlinarith [mul_diffVar hμ k, sq_nonneg (diffVar μ k)]

/-- The quantum depletion integral converges, and its value is `(2/3) μ^(3/2)`. -/
theorem depletion_integral {μ : ℝ} (hμ : 0 < μ) :
    IntegrableOn (fun k => k ^ 2 * occupation μ k) (Ioi 0) ∧
      ∫ k in Ioi (0 : ℝ), k ^ 2 * occupation μ k = 2 / 3 * μ * √μ := by
  have hw : ∀ k : ℝ, 0 < √(k ^ 2 + 4 * μ) := fun k => Real.sqrt_pos.2 (by positivity)
  -- the integrand in terms of the new variable
  have hint : ∀ k ∈ Ioi (0 : ℝ), k * diffVar μ k ^ 2 / (4 * √(k ^ 2 + 4 * μ)) =
      k ^ 2 * occupation μ k := by
    intro k hk
    have hk' : 0 < k := hk
    have key : ∀ w : ℝ, 0 < w → w ^ 2 = k ^ 2 + 4 * μ →
        k * (w - k) ^ 2 / (4 * w) =
          k ^ 2 * (((k ^ 2 / 2 + μ) / (k * w / 2) - 1) / 2) := by
      intro w hw0 h
      have hm : μ = (w ^ 2 - k ^ 2) / 4 := by linarith
      rw [hm]
      field_simp
      ring
    rw [occupation, energy_eq μ hk'.le, diffVar]
    exact key _ (hw k) (Real.sq_sqrt (by positivity))
  -- an explicit antiderivative
  have hder : ∀ k ∈ Ici (0 : ℝ),
      HasDerivAt (fun x => (diffVar μ x ^ 3 / 12 - μ * diffVar μ x) / 2)
        (k * diffVar μ k ^ 2 / (4 * √(k ^ 2 + 4 * μ))) k := by
    intro k _
    have h0 : HasDerivAt (fun x : ℝ => x ^ 2 + 4 * μ) (2 * k) k := by
      simpa using (hasDerivAt_pow 2 k).add_const (4 * μ)
    have hd : HasDerivAt (diffVar μ) (-diffVar μ k / √(k ^ 2 + 4 * μ)) k := by
      change HasDerivAt (fun x => √(x ^ 2 + 4 * μ) - x) _ k
      refine ((h0.sqrt (by positivity)).fun_sub (hasDerivAt_id' k)).congr_deriv ?_
      rw [diffVar, mul_div_mul_left _ _ two_ne_zero, neg_div, sub_div, div_self (hw k).ne']
      ring
    have hp : HasDerivAt (fun x => diffVar μ x ^ 3)
        (3 * diffVar μ k ^ 2 * (-diffVar μ k / √(k ^ 2 + 4 * μ))) k :=
      (hd.fun_pow 3).congr_deriv (by norm_num)
    refine (((hp.div_const 12).fun_sub (hd.const_mul μ)).div_const 2).congr_deriv ?_
    linear_combination (-diffVar μ k / (4 * √(k ^ 2 + 4 * μ))) * mul_diffVar hμ k
  have hpos : ∀ k ∈ Ioi (0 : ℝ),
      0 ≤ k * diffVar μ k ^ 2 / (4 * √(k ^ 2 + 4 * μ)) := by
    intro k hk
    have hk' : 0 < k := hk
    positivity
  have hlim : Tendsto (fun x => (diffVar μ x ^ 3 / 12 - μ * diffVar μ x) / 2)
      atTop (𝓝 0) := by
    have h := tendsto_diffVar hμ
    simpa using (((h.pow 3).div_const 12).sub (h.const_mul μ)).div_const 2
  refine ⟨(integrableOn_Ioi_deriv_of_nonneg' hder hpos hlim).congr_fun
    (fun k hk => hint k hk) measurableSet_Ioi, ?_⟩
  rw [← setIntegral_congr_fun measurableSet_Ioi (fun k hk => hint k hk),
    integral_Ioi_of_hasDerivAt_of_nonneg' hder hpos hlim]
  -- the lower limit `k = 0`
  have hz : diffVar μ 0 = 2 * √μ := by
    rw [diffVar, show (0 : ℝ) ^ 2 + 4 * μ = 2 ^ 2 * μ by ring,
      Real.sqrt_mul (by positivity), Real.sqrt_sq (by norm_num)]
    ring
  rw [hz]
  linear_combination (-(√μ) / 3) * Real.sq_sqrt hμ.le

/-- The dimensionless depletion integral equals `√2 / 3`. -/
theorem dimensionless_depletion :
    ∫ x in Ioi (0 : ℝ), x ^ 2 * ((x ^ 2 + 1) / (x * √(x ^ 2 + 2)) - 1) = √2 / 3 := by
  have e : ∀ x ∈ Ioi (0 : ℝ), x ^ 2 * ((x ^ 2 + 1) / (x * √(x ^ 2 + 2)) - 1) =
      2 * (x ^ 2 * occupation (1 / 2) x) := by
    intro x hx
    rw [occupation, energy_eq _ (le_of_lt hx),
      show x ^ 2 + 4 * (1 / 2 : ℝ) = x ^ 2 + 2 by ring]
    ring
  have hs : √(1 / 2 : ℝ) = √2 / 2 := by
    rw [show (1 / 2 : ℝ) = 2 / 2 ^ 2 by norm_num, Real.sqrt_div (by norm_num),
      Real.sqrt_sq (by norm_num)]
  rw [setIntegral_congr_fun measurableSet_Ioi (fun x hx => e x hx), integral_const_mul,
    (depletion_integral (by norm_num : (0 : ℝ) < 1 / 2)).2, hs]
  ring

/-- For density `n` and scattering length `a`, with `μ = 4π a n`, the depleted
fraction is `8 / (3 √π)` times `√(n a³)`. -/
theorem depleted_fraction {a n : ℝ} (ha : 0 < a) (hn : 0 < n) :
    depletedDensity (4 * Real.pi * a * n) / n =
      8 / (3 * √Real.pi) * √(n * a ^ 3) := by
  have hpi := Real.pi_pos
  have h1 : √(4 * Real.pi * a * n) = 2 * √Real.pi * √(a * n) := by
    rw [show 4 * Real.pi * a * n = (2 : ℝ) ^ 2 * (Real.pi * (a * n)) by ring,
      Real.sqrt_mul (by positivity), Real.sqrt_sq (by norm_num), Real.sqrt_mul hpi.le]
    ring
  have h2 : √(n * a ^ 3) = a * √(a * n) := by
    rw [show n * a ^ 3 = a ^ 2 * (a * n) by ring, Real.sqrt_mul (by positivity),
      Real.sqrt_sq ha.le]
  have h3 : √Real.pi / Real.pi = 1 / √Real.pi := by
    rw [div_eq_div_iff hpi.ne' (Real.sqrt_pos.2 hpi).ne', Real.mul_self_sqrt hpi.le, one_mul]
  rw [depletedDensity, (depletion_integral (by positivity)).2, h1, h2]
  calc _ = 8 / 3 * (a * √(a * n)) * (√Real.pi / Real.pi) := by
        field_simp
        ring
    _ = _ := by
        rw [h3]
        ring

/-- At large momentum the zero-point integrand with counterterm `c / k²` tends to `c - μ²`. -/
theorem tendsto_zeroPoint {μ : ℝ} (hμ : 0 < μ) (c : ℝ) :
    Tendsto (zeroPoint μ c) atTop (𝓝 (c - μ ^ 2)) := by
  have h : Tendsto (fun k => c - (μ - diffVar μ k ^ 2 / 4) ^ 2) atTop (𝓝 (c - μ ^ 2)) := by
    simpa using ((((tendsto_diffVar hμ).pow 2).div_const 4).const_sub μ |>.pow 2).const_sub c
  refine h.congr' ?_
  filter_upwards [eventually_gt_atTop (0 : ℝ)] with k hk
  have hr := mul_diffVar hμ k
  have hw : √(k ^ 2 + 4 * μ) = diffVar μ k + k := by unfold diffVar; ring
  have h1 : energy μ k - k ^ 2 / 2 - μ = -(diffVar μ k ^ 2) / 4 := by
    rw [energy_eq μ hk.le, hw]
    linear_combination hr / 2
  have hc : k ^ 2 * (c / k ^ 2) = c := by field_simp
  rw [zeroPoint, mul_add, h1, hc]
  linear_combination ((k * diffVar μ k + 2 * μ - diffVar μ k ^ 2 / 2) / 4) * hr

/-- A function with a nonzero limit at infinity is not integrable on the half-line. -/
theorem not_integrable_of_tendsto {f : ℝ → ℝ} {L : ℝ} (hL : L ≠ 0)
    (hf : Tendsto f atTop (𝓝 L)) : ¬ IntegrableOn f (Ioi 0) := by
  intro h
  have hev : ∀ᶠ x in atTop, ‖L‖ / 2 < ‖f x‖ :=
    hf.norm.eventually (lt_mem_nhds (half_lt_self (norm_pos_iff.2 hL)))
  obtain ⟨R, hR⟩ := eventually_atTop.1 hev
  -- the tail would dominate a positive constant on a set of infinite length
  have hc : IntegrableOn (fun _ : ℝ => ‖L‖ / 2) (Ioi (max R 0)) := by
    refine Integrable.mono' (Integrable.norm (h.mono_set
      (Ioi_subset_Ioi (le_max_right R 0)))) aestronglyMeasurable_const ?_
    filter_upwards [ae_restrict_mem measurableSet_Ioi] with x hx
    rw [Real.norm_of_nonneg (by positivity)]
    exact (hR x ((le_max_left R 0).trans (le_of_lt hx))).le
  simp [integrableOn_const_iff, hL] at hc

/-- The zero-point integrand is not integrable for any counterterm coefficient
other than `μ²`. -/
theorem counterterm_forced {μ c : ℝ} (hμ : 0 < μ) (hc : c ≠ μ ^ 2) :
    ¬ IntegrableOn (zeroPoint μ c) (Ioi 0) :=
  not_integrable_of_tendsto (sub_ne_zero.2 hc) (tendsto_zeroPoint hμ c)

/-- Without the second Born term the dimensionless zero-point integrand tends to `-1/2`
and is not integrable. -/
theorem bare_zeroPoint_diverges :
    Tendsto (fun x : ℝ => x ^ 2 * (x * √(x ^ 2 + 2) - x ^ 2 - 1)) atTop (𝓝 (-1 / 2)) ∧
      ¬ IntegrableOn (fun x : ℝ => x ^ 2 * (x * √(x ^ 2 + 2) - x ^ 2 - 1)) (Ioi 0) := by
  have h : Tendsto (fun x : ℝ => x ^ 2 * (x * √(x ^ 2 + 2) - x ^ 2 - 1))
      atTop (𝓝 (-1 / 2)) := by
    have h2 := (tendsto_zeroPoint (by norm_num : (0 : ℝ) < 1 / 2) 0).const_mul 2
    rw [show (2 : ℝ) * (0 - (1 / 2) ^ 2) = -1 / 2 by norm_num] at h2
    refine h2.congr' ?_
    filter_upwards [eventually_gt_atTop (0 : ℝ)] with x hx
    rw [zeroPoint, energy_eq _ hx.le, show x ^ 2 + 4 * (1 / 2 : ℝ) = x ^ 2 + 2 by ring]
    ring
  exact ⟨h, not_integrable_of_tendsto (by norm_num) h⟩

end

end BogoliubovDepletion
```

```lean
#print axioms BogoliubovDepletion.dimensionless_depletion
#print axioms BogoliubovDepletion.depleted_fraction
#print axioms BogoliubovDepletion.counterterm_forced
#print axioms BogoliubovDepletion.bare_zeroPoint_diverges
```

```
'BogoliubovDepletion.dimensionless_depletion' depends on axioms: [propext, Classical.choice, Quot.sound]
'BogoliubovDepletion.depleted_fraction' depends on axioms: [propext, Classical.choice, Quot.sound]
'BogoliubovDepletion.counterterm_forced' depends on axioms: [propext, Classical.choice, Quot.sound]
'BogoliubovDepletion.bare_zeroPoint_diverges' depends on axioms: [propext, Classical.choice, Quot.sound]
```

## How the definitions and theorems map to the gas

`energy`, `occupation` and `zeroPoint` are E, v² and z as real functions of the radial momentum. `Ioi 0` is the open half-line k > 0. The prefactor in `depletedDensity` is the angular integral 4π divided by (2π)³, which fixes the convention of one spinless species in three dimensions.

The hypothesis `0 < μ` stands for repulsion. In `depleted_fraction` it follows from `0 < a` and `0 < n`, and the relation μ = 4πan enters as the argument of `depletedDensity`. That relation is the leading-order link between mean-field energy and scattering length; it is put in, not derived.

`depletion_integral` has two parts: integrability, and the value. Divergence is expressed as `¬ IntegrableOn`, because Lean assigns the value 0 to the integral of a non-integrable function, and an equation for the integral could not show it.

## How the proof follows the substitution

`diffVar` is d. `energy_eq` takes k out of the square root, and `mul_diffVar` is the relation for kd, obtained from the square of w. `tendsto_diffVar` squeezes d between 0 and 4μ/k, a looser bound than the one above but sufficient.

Inside `depletion_integral`, `hint` rewrites the integrand as k d²/(4w), and `hder` checks the derivative of F, with `mul_diffVar` supplying the last step. Because the integrand is nonnegative (`hpos`) and F has a limit (`hlim`), Mathlib's fundamental theorem on a half-line yields both integrability and the value. `hz` evaluates d at k = 0. `dimensionless_depletion` then sets μ = 1/2, and `depleted_fraction` collects the powers of π, a and n.

`tendsto_zeroPoint` proves z = c − (μ − d²/4)² for k > 0 and takes the limit. `not_integrable_of_tendsto` is the comparison with a constant, for any real function with a nonzero limit. `counterterm_forced` combines the two, and `bare_zeroPoint_diverges` is the case μ = 1/2, c = 0, multiplied by 2.

## The case c = μ², a cutoff version, and the limits of the model

`counterterm_forced` excludes every coefficient except μ². The condition `c ≠ μ ^ 2` is needed, and the excluded case is itself the counter-example: for c = μ²,

z(k) = μd²/2 − d⁴/16

which lies between 0 and 2μ³/k² and stays bounded near k = 0, so its integral converges. The file contains neither this convergence nor the value of the renormalised integral, from which the Lee-Huang-Yang energy correction follows.

The divergence could also have been modelled with a cutoff, as a statement about the integral of z from 0 to Λ. Its conclusion would be that this integral divided by Λ tends to c − μ². That version gives the growth rate seen in a numerical integral with a cutoff, where `¬ IntegrableOn` records only that the integral fails to converge. It would need an extra averaging argument, and it would single out the same coefficient.

The theorems start from the Bogoliubov formulas and do not derive them from a many-body Hamiltonian. `depleted_fraction` holds for all positive a and n, including values of na³ for which the fraction exceeds one; the restriction to small na³ comes from the physics of the approximation. Traps, nonzero temperature, finite-range potentials and the discrete momentum sums of a periodic box are not treated, so a finite-size code needs its own estimate of the difference between sum and integral.
